# Subset sums of obtuse zero-sum vectors determine the Wigner-Seitz cell

Which lattice translations must be checked to decide whether a point lies in the Wigner-Seitz cell? The cell is defined here by distance, as the points at least as close to the origin as to any lattice vector, and its bounding planes are then derived.

## A finite list of bisecting planes

Let finitely many vectors v_i in a real inner-product space satisfy

∑_i v_i = 0, and ⟨v_i,v_j⟩ ≤ 0 for i ≠ j.

For a set S of labels and integers m_i, write

u_S = ∑_{i∈S} v_i,  R = ∑_i m_i v_i.

If 2⟨x,u_S⟩ ≤ ‖u_S‖² for every S, then 2⟨x,R⟩ ≤ ‖R‖² for every R. The empty and full sets give u_S = 0, so only proper nonempty subsets matter. In three dimensions, four vectors give 14 subset sums, in pairs ±u.

## Shorter periodic images and Brillouin zones

A simulation code can use this list in a minimum-image search, provided that such vectors generate its lattice. If any translation shortens a displacement x, one of the subset sums already does (`exists_subsetSum_closer`). If vectors that satisfy the same two conditions generate the reciprocal lattice, their subset sums decide whether a wavevector lies in the first Brillouin zone.

## Peeling off one layer of coefficients

Expanding the square gives

‖x − R‖² = ‖x‖² − 2⟨x,R⟩ + ‖R‖²,

so ‖x‖ ≤ ‖x − R‖ exactly when 2⟨x,R⟩ ≤ ‖R‖². This is `norm_le_norm_sub_iff`.

The sum over the complement of S is −u_S (`subsetSum_compl`). Hence, for i ∈ S,

⟨v_i,u_S⟩ = −∑_{j∉S} ⟨v_i,v_j⟩ ≥ 0,

which is `inner_subsetSum_nonneg`.

Adding the same integer to every m_i leaves R unchanged, so take all m_i ≥ 0. Let S contain the labels with m_i > 0, and set m'_i = max(m_i − 1, 0) and R' = ∑_i m'_i v_i. Then R = u_S + R', and

⟨u_S,R'⟩ = ∑_i m'_i ⟨v_i,u_S⟩ ≥ 0,

because m'_i vanishes outside S. Induction on an upper bound K for the coefficients starts at K = 0, where R = 0. Its step is

2⟨x,R⟩ = 2⟨x,u_S⟩ + 2⟨x,R'⟩ ≤ ‖u_S‖² + ‖R'‖² ≤ ‖R‖².

In `two_inner_le_norm_sq`, `key` is this induction, `e` the splitting of R, `hn` the sign of the cross term and `hs` the common shift; `linarith` combines the inequalities. `wignerSeitz_eq` translates the result into distances, using coefficients 0 and 1 to write a subset sum as an integer combination. The shortening statement is its contrapositive.

Now let all inner products between vectors with different labels be strictly negative, and let T be proper and nonempty. Then ⟨v_i,u_T⟩ is positive for i ∈ T and negative for i ∉ T (`ins` and `out`). For S ≠ T, comparing the sums label by label gives

⟨u_S,u_T⟩ < ⟨u_T,u_T⟩ = ‖u_T‖².

Thus u_S/2 lies strictly on the origin's side of the plane that bisects u_T, as `inner_subsetSum_lt` states. For proper nonempty S, a point slightly beyond u_S/2 violates only the inequality of u_S, so every plane in the list is needed. This last continuity step is an informal consequence of the lemma.

## Lean source

```lean
import Mathlib

open Finset

namespace WignerSeitzSubsetSums

variable {ι E : Type*} [NormedAddCommGroup E] [InnerProductSpace ℝ E]

/-- The sum of the vectors `v i` with label in `S`. -/
def subsetSum (v : ι → E) (S : Finset ι) : E := ∑ i ∈ S, v i

variable [Fintype ι]

/-- The integer combination of the vectors `v i` with coefficients `m i`. -/
def latticeVector (v : ι → E) (m : ι → ℤ) : E := ∑ i, (m i : ℝ) • v i

/-- The vectors sum to zero, and any two with different labels have a nonpositive inner product. -/
structure IsObtuse (v : ι → E) : Prop where
  sum_eq_zero : ∑ i, v i = 0
  inner_nonpos : ∀ i j, i ≠ j → inner ℝ (v i) (v j) ≤ 0

/-- The Wigner-Seitz cell: the points at least as close to the origin as to any
integer combination of the `v i`. -/
def wignerSeitz (v : ι → E) : Set E :=
  {x | ∀ m : ι → ℤ, ‖x‖ ≤ ‖x - latticeVector v m‖}

/-- A point is at least as close to the origin as to `R` exactly when `2⟨x,R⟩ ≤ ‖R‖²`. For nonzero
`R` this is the origin's side of the plane that bisects `R`, with the plane included. -/
theorem norm_le_norm_sub_iff (x R : E) :
    ‖x‖ ≤ ‖x - R‖ ↔ 2 * inner ℝ x R ≤ ‖R‖ ^ 2 := by
  have e := norm_sub_sq_real x R
  constructor
  · intro h
    have := pow_le_pow_left₀ (norm_nonneg x) h 2
    linarith
  · intro h
    by_contra hc
    have hc' := not_le.1 hc
    nlinarith [norm_nonneg x, norm_nonneg (x - R)]

variable [DecidableEq ι] {v : ι → E}

omit [InnerProductSpace ℝ E] in
/-- For vectors that sum to zero, complementary subsets have opposite sums. -/
theorem subsetSum_compl (h : ∑ i, v i = 0) (S : Finset ι) :
    subsetSum v Sᶜ = -subsetSum v S := by
  apply eq_neg_of_add_eq_zero_right
  rw [subsetSum, subsetSum, Finset.sum_add_sum_compl, h]

/-- In an obtuse system, each member of a subset has nonnegative inner product with the
sum over that subset. -/
theorem inner_subsetSum_nonneg (h : IsObtuse v) {S : Finset ι} {i : ι} (hi : i ∈ S) :
    0 ≤ inner ℝ (v i) (subsetSum v S) := by
  have hc : inner ℝ (v i) (subsetSum v Sᶜ) ≤ 0 := by
    rw [subsetSum, inner_sum]
    refine Finset.sum_nonpos fun j hj => h.inner_nonpos i j fun hij => ?_
    exact Finset.mem_compl.1 hj (hij ▸ hi)
  rw [subsetSum_compl h.sum_eq_zero, inner_neg_right] at hc
  linarith

/-- In an obtuse system, if `2⟨x,u⟩ ≤ ‖u‖²` for every subset sum `u`, then
`2⟨x,R⟩ ≤ ‖R‖²` for every integer combination `R`. -/
theorem two_inner_le_norm_sq (h : IsObtuse v) (x : E)
    (hx : ∀ S, 2 * inner ℝ x (subsetSum v S) ≤ ‖subsetSum v S‖ ^ 2) (m : ι → ℤ) :
    2 * inner ℝ x (latticeVector v m) ≤ ‖latticeVector v m‖ ^ 2 := by
  -- nonnegative coefficients: induction on an upper bound `K`
  have key : ∀ (K : ℕ) (m : ι → ℤ), (∀ i, 0 ≤ m i) → (∀ i, m i ≤ K) →
      2 * inner ℝ x (latticeVector v m) ≤ ‖latticeVector v m‖ ^ 2 := by
    intro K
    induction K with
    | zero =>
      intro m h0 hK
      have hm : latticeVector v m = 0 := by
        refine Finset.sum_eq_zero fun i _ => ?_
        have h1 := h0 i
        have h2 := hK i
        have h3 : m i = 0 := by omega
        simp [h3]
      simp [hm]
    | succ K ih =>
      intro m h0 hK
      -- peel off the layer of positive coefficients
      have e : latticeVector v m = subsetSum v (univ.filter fun i => 0 < m i)
          + latticeVector v (fun i => max (m i - 1) 0) := by
        rw [subsetSum, Finset.sum_filter, latticeVector, latticeVector,
          ← Finset.sum_add_distrib]
        refine Finset.sum_congr rfl fun i _ => ?_
        have h1 := h0 i
        by_cases hi : 0 < m i
        · have h2 : max (m i - 1) 0 = m i - 1 := by omega
          rw [if_pos hi, h2]
          push_cast
          module
        · have h2 : m i = 0 := by omega
          simp [h2]
      -- the layer and the remainder enclose no obtuse angle
      have hn : 0 ≤ inner ℝ (latticeVector v (fun i => max (m i - 1) 0))
          (subsetSum v (univ.filter fun i => 0 < m i)) := by
        rw [latticeVector, sum_inner]
        refine Finset.sum_nonneg fun i _ => ?_
        rw [real_inner_smul_left]
        by_cases hi : 0 < m i
        · exact mul_nonneg (Int.cast_nonneg (le_max_right _ _))
            (inner_subsetSum_nonneg h (by simp [hi]))
        · have h2 : max (m i - 1) 0 = 0 := by omega
          rw [h2, Int.cast_zero, zero_mul]
      rw [real_inner_comm] at hn
      have h1 := hx (univ.filter fun i => 0 < m i)
      have h2 := ih (fun i => max (m i - 1) 0) (fun i => le_max_right _ _)
        (fun i => by have := hK i; push_cast at this; omega)
      rw [e, inner_add_right, norm_add_sq_real]
      linarith
  -- a common shift of all coefficients makes them nonnegative
  obtain ⟨N, hN⟩ : ∃ N : ℤ, ∀ i, -N ≤ m i ∧ m i ≤ N :=
    ⟨∑ j, |m j|, fun i => abs_le.1 (Finset.single_le_sum (f := fun j => |m j|)
      (fun j _ => abs_nonneg (m j)) (Finset.mem_univ i))⟩
  have hs : latticeVector v (fun i => m i + N) = latticeVector v m := by
    simp only [latticeVector, Int.cast_add, add_smul, Finset.sum_add_distrib]
    rw [← Finset.smul_sum, h.sum_eq_zero, smul_zero, add_zero]
  rw [← hs]
  exact key (2 * N).toNat _ (fun i => by have := hN i; omega)
    (fun i => by have := hN i; omega)

/-- The Wigner-Seitz cell of an obtuse system is the set of points `x` with `2⟨x,u⟩ ≤ ‖u‖²` for the
sum `u` over every proper nonempty subset. -/
theorem wignerSeitz_eq (h : IsObtuse v) :
    wignerSeitz v = {x | ∀ S : Finset ι, S.Nonempty → S ≠ univ →
      2 * inner ℝ x (subsetSum v S) ≤ ‖subsetSum v S‖ ^ 2} := by
  ext x
  constructor
  · intro hx S _ _
    have e : subsetSum v S = latticeVector v (fun i => if i ∈ S then 1 else 0) := by
      simp [subsetSum, latticeVector]
    rw [e]
    exact (norm_le_norm_sub_iff _ _).1 (hx _)
  · intro hx m
    refine (norm_le_norm_sub_iff _ _).2 (two_inner_le_norm_sq h x (fun S => ?_) m)
    -- the empty and the full subset both have sum zero
    rcases S.eq_empty_or_nonempty with rfl | hS
    · simp [subsetSum]
    · by_cases hU : S = univ
      · simp [hU, subsetSum, h.sum_eq_zero]
      · exact hx S hS hU

/-- In an obtuse system, if subtracting some integer combination shortens `x`, then
subtracting some proper nonempty subset sum shortens it too. -/
theorem exists_subsetSum_closer (h : IsObtuse v) (x : E) (m : ι → ℤ)
    (hm : ‖x - latticeVector v m‖ < ‖x‖) :
    ∃ S : Finset ι, S.Nonempty ∧ S ≠ univ ∧ ‖x - subsetSum v S‖ < ‖x‖ := by
  by_contra hc
  have hx : x ∈ wignerSeitz v := by
    rw [wignerSeitz_eq h]
    intro S hS hU
    exact (norm_le_norm_sub_iff _ _).1 (not_lt.1 fun hl => hc ⟨S, hS, hU, hl⟩)
  exact absurd hm (not_lt.2 (hx m))

/-- If the vectors sum to zero and any two with different labels have a negative inner product, then
half of any subset sum lies strictly inside the bisecting plane of every other proper nonempty one.
-/
theorem inner_subsetSum_lt (h0 : ∑ i, v i = 0)
    (hneg : ∀ i j, i ≠ j → inner ℝ (v i) (v j) < 0) {S T : Finset ι}
    (hT : T.Nonempty) (hU : T ≠ univ) (hTS : T ≠ S) :
    2 * inner ℝ ((1 / 2 : ℝ) • subsetSum v S) (subsetSum v T) < ‖subsetSum v T‖ ^ 2 := by
  have out : ∀ (A : Finset ι) (i : ι), A.Nonempty → i ∉ A →
      inner ℝ (v i) (subsetSum v A) < 0 := by
    intro A i hA hi
    rw [subsetSum, inner_sum]
    have := Finset.sum_lt_sum_of_nonempty (g := fun _ => (0 : ℝ)) hA
      (fun j hj => hneg i j fun hij => hi (hij ▸ hj))
    simpa using this
  have hC : Tᶜ.Nonempty := by
    by_contra hc
    exact hU (by simpa using hc)
  have ins : ∀ i ∈ T, 0 < inner ℝ (v i) (subsetSum v T) := by
    intro i hi
    have := out Tᶜ i hC (by simp [hi])
    rw [subsetSum_compl h0, inner_neg_right] at this
    linarith
  -- write both sides as sums over all labels and compare term by term
  have ex : ∀ A : Finset ι, inner ℝ (subsetSum v A) (subsetSum v T)
      = ∑ i, if i ∈ A then inner ℝ (v i) (subsetSum v T) else 0 := by
    intro A
    rw [subsetSum, sum_inner]
    simp
  have hlt : inner ℝ (subsetSum v S) (subsetSum v T)
      < inner ℝ (subsetSum v T) (subsetSum v T) := by
    rw [ex S, ex T]
    apply Finset.sum_lt_sum
    · intro i _
      by_cases hi : i ∈ T
      · have := ins i hi
        by_cases hj : i ∈ S <;> simp [hi, hj, this.le]
      · have := out T i hT hi
        by_cases hj : i ∈ S <;> simp [hi, hj, this.le]
    · obtain ⟨i, hi⟩ : ∃ i, ¬(i ∈ T ↔ i ∈ S) := by
        by_contra hc
        exact hTS (Finset.ext (not_exists_not.1 hc))
      refine ⟨i, Finset.mem_univ i, ?_⟩
      by_cases hiT : i ∈ T
      · have hj : i ∉ S := fun hj => hi ⟨fun _ => hj, fun _ => hiT⟩
        simpa [hiT, hj] using ins i hiT
      · have hj : i ∈ S := by
          by_contra hj
          exact hi ⟨fun a => absurd a hiT, fun a => absurd a hj⟩
        simpa [hiT, hj] using out T i hT hiT
  rw [real_inner_self_eq_norm_sq] at hlt
  rw [real_inner_smul_left]
  linarith


/-- Four nearest-neighbour vectors of the body-centred cubic lattice, in units of half the cube
edge. -/
noncomputable def bcc : Fin 4 → EuclideanSpace ℝ (Fin 3) :=
  ![!₂[1, 1, 1], !₂[1, -1, -1], !₂[-1, 1, -1], !₂[-1, -1, 1]]

/-- The four body-centred cubic vectors form an obtuse system, and distinct ones have
negative inner products. -/
theorem bcc_witness : IsObtuse bcc ∧ ∀ i j, i ≠ j → inner ℝ (bcc i) (bcc j) < 0 := by
  have hneg : ∀ i j, i ≠ j → inner ℝ (bcc i) (bcc j) < 0 := by
    intro i j
    fin_cases i <;> fin_cases j <;>
      simp [bcc, PiLp.inner_apply, Fin.sum_univ_succ]
  refine ⟨⟨?_, fun i j hij => (hneg i j hij).le⟩, hneg⟩
  ext k
  fin_cases k <;> simp [bcc, Fin.sum_univ_succ]

end WignerSeitzSubsetSums
```

```lean
#print axioms WignerSeitzSubsetSums.wignerSeitz_eq
#print axioms WignerSeitzSubsetSums.exists_subsetSum_closer
#print axioms WignerSeitzSubsetSums.inner_subsetSum_lt
```

```
'WignerSeitzSubsetSums.wignerSeitz_eq' depends on axioms: [propext, Classical.choice, Quot.sound]
'WignerSeitzSubsetSums.exists_subsetSum_closer' depends on axioms: [propext, Classical.choice, Quot.sound]
'WignerSeitzSubsetSums.inner_subsetSum_lt' depends on axioms: [propext, Classical.choice, Quot.sound]
```

## Exact geometry for supplied vectors

In Lean, `ι` is the finite label type and `E` the space, of any dimension. `subsetSum v S` is u_S, and `latticeVector v m` is R with integer coefficients cast to reals. `IsObtuse` contains the two conditions on the vectors; despite its name, it allows right angles and zero vectors. `wignerSeitz v` includes its boundary.

The two conditions do not tie the vectors to a particular crystal: their integer combinations may span only a subspace of `E`, or miss some of the crystal's translations. For a crystal, the user must establish that the v_i generate its full translation lattice. Finding an obtuse set, as Selling reduction does in three dimensions, is a separate task.

The shortening theorem supplies one improving translation, which need not lead to the nearest image in a single step. The inequalities concern real numbers, so rounding near a cell boundary needs its own treatment.

The vectors `bcc`, in units of half the cube edge, give a concrete case: `bcc_witness` checks by coordinates that they sum to zero and that distinct ones have negative inner products. They generate the whole body-centred cubic lattice: the first vector leads from a cube corner to the body centre, and its sums with the other three are the cube edges. All 14 planes are therefore needed for the cell of this lattice, the truncated octahedron.
